# Circular polarisations are eigenvectors of a Hermitian 2×2 matrix with equal real diagonal entries and imaginary off-diagonal entries

For real `a` and `b`, the theorem says that the matrix with rows (a, ib) and (−ib, a) sends (1, i) to (a − b)(1, i) and (1, −i) to (a + b)(1, −i). In physics, when the two components are amplitudes along perpendicular transverse axes, these vectors are the two circular polarisations. They are eigenvectors of this Hermitian matrix, and their eigenvalues lie 2|b| apart, so they coincide exactly when b = 0. The vectors are unnormalised, each of norm √2; dividing them by √2 gives unit vectors with the same eigenvalues. The attempt checks each equation component by component, expands the matrix product with `simp`, and then offers `first` a choice between `ring` and a `linear_combination` that uses i·i = −1.

An attempt in Lean 4 with a fault in it:

```lean
import Mathlib

open Matrix

namespace AcousticActivity

noncomputable section

/-- The circular polarisations `(1, i)` and `(1, -i)` are eigenvectors of
`[[a, ib], [-ib, a]]` with eigenvalues `a - b` and `a + b`. -/
theorem circular_eigenvectors (a b : ℝ) :
    !![(a : ℂ), Complex.I * b; -Complex.I * b, (a : ℂ)] *ᵥ ![1, Complex.I]
        = ((a - b : ℝ) : ℂ) • ![1, Complex.I] ∧
    !![(a : ℂ), Complex.I * b; -Complex.I * b, (a : ℂ)] *ᵥ ![1, -Complex.I]
        = ((a + b : ℝ) : ℂ) • ![1, -Complex.I] := by
  constructor
  · ext i
    fin_cases i <;> simp [Matrix.mulVec, dotProduct, Fin.sum_univ_two] <;>
      first | ring | linear_combination (b : ℂ) * Complex.I_mul_I
  · ext i
    fin_cases i <;> simp [Matrix.mulVec, dotProduct, Fin.sum_univ_two] <;>
      first | ring | linear_combination (-b : ℂ) * Complex.I_mul_I

end

end AcousticActivity
```

Compiling this gives:

```
Try this:
  [apply] ring_nf
  
  The `ring` tactic failed to close the goal. Use `ring_nf` to obtain a normal form.
    
  Note that `ring` works primarily in *commutative* rings. If you have a noncommutative ring, abelian group or module, consider using `noncomm_ring`, `abel` or `module` instead.
Main.lean:17:2: error: unsolved goals
case left.«0»
a b : ℝ
⊢ ↑a + Complex.I ^ 2 * ↑b = ↑a - ↑b
Try this:
  [apply] ring_nf
  
  The `ring` tactic failed to close the goal. Use `ring_nf` to obtain a normal form.
    
  Note that `ring` works primarily in *commutative* rings. If you have a noncommutative ring, abelian group or module, consider using `noncomm_ring`, `abel` or `module` instead.
Main.lean:20:2: error: unsolved goals
case right.«0»
a b : ℝ
⊢ -(Complex.I ^ 2 * ↑b) = ↑b
```

The repair, with which the file compiles:

```diff
@@ -17,8 +17,8 @@
   · ext i
     fin_cases i <;> simp [Matrix.mulVec, dotProduct, Fin.sum_univ_two] <;>
-      first | ring | linear_combination (b : ℂ) * Complex.I_mul_I
+      first | linear_combination (b : ℂ) * Complex.I_mul_I | ring
   · ext i
     fin_cases i <;> simp [Matrix.mulVec, dotProduct, Fin.sum_univ_two] <;>
-      first | ring | linear_combination (-b : ℂ) * Complex.I_mul_I
+      first | linear_combination (-b : ℂ) * Complex.I_mul_I | ring
 
 end
```

Cause. Both errors concern the first component, marked `«0»`. The goals left over, `↑a + Complex.I ^ 2 * ↑b = ↑a - ↑b` and `-(Complex.I ^ 2 * ↑b) = ↑b`, need i² = −1, a fact `ring` does not use: it treats `Complex.I` as an arbitrary element of a commutative ring.

The `linear_combination` alternative supplies that fact through `Complex.I_mul_I`, but it was never tried. When `ring` cannot close a goal, it falls back to `ring_nf`, which here rewrote the goal without failing. `first` counts that as success and stops, leaving the goal unsolved. The "Try this" messages report this fallback.

The diff swaps the two alternatives in both halves of the proof. `linear_combination` now comes first and closes the first components. Where its equation does not fit, it fails outright, so `first` can go on to `ring`, which is enough for a second component, where i² does not appear.
